# Which s, p and d potentials fit a pseudo-Hamiltonian with unit radial mass at a given radius

## Two ways for a fit to fail

Suppose the s and p potentials of an ion core are fitted at some radius by a pseudo-Hamiltonian with a local potential and an adjustable tangential mass. Both parameters are then used up, and the d potential is whatever they make it. If the atom needs a different one, its d electrons move in the wrong potential. A second failure is worse: if the p potential lies too far below the s potential, the fit returns a negative tangential mass, and the kinetic energy has no lower bound.

The criterion below detects both failures from the channel potentials alone. A pseudo-Hamiltonian is a differential operator, so diffusion Monte Carlo can treat it without the angular integrals of a nonlocal pseudopotential. The criterion tells, one radius at a time and with the radial mass held at one, whether given channels allow that replacement.

## The tangential mass

In atomic units, let an electron have position $x\neq 0$ and momentum $p$, and add to its kinetic energy an angular-momentum term of dimensionless strength $b$:

$$T=\frac12\left(|p|^2+b\,\frac{|x\times p|^2}{|x|^2}\right).$$

Lagrange's identity, $|x|^2|p|^2=(x\cdot p)^2+|x\times p|^2$, turns this into

$$T=\frac{(x\cdot p)^2+(1+b)\,|x\times p|^2}{2|x|^2}.$$

Radial motion keeps unit mass, while tangential motion has inverse mass $1+b$.

The energy $T$ is positive for every $p\neq0$ exactly when $1+b>0$. For necessity, take $p$ perpendicular to $x$, which gives $T=(1+b)|p|^2/2$. For sufficiency, both terms of the numerator are non-negative when $1+b>0$, and they can't both vanish, because $(x\cdot p)^2+|x\times p|^2=|x|^2|p|^2>0$.

## From channel potentials to parameters

In quantum mechanics the squared angular momentum takes the value $l(l+1)$ in channel $l$. At radius $r>0$, with local potential $v$, that channel therefore feels, apart from the ordinary centrifugal term,

$$u_l=v+\frac{b\,l(l+1)}{2r^2}.$$

Setting $l=0$ and $l=1$ gives $u_0=v$ and $u_1=v+b/r^2$, so

$$v=u_0,\qquad b=r^2(u_1-u_0).$$

Substituting these values into the formula for $u_l$ gives

$$u_l-u_0=\frac{l(l+1)}{2}\,(u_1-u_0),$$

and $1+b>0$ becomes $u_1-u_0>-1/r^2$. Conversely, if both conditions hold, the values of $v$ and $b$ just found reproduce every channel and make $1+b$ positive.

For s, p and d channels, the relation is trivial at $l=0$ and $l=1$. At $l=2$ the factor is $3$, so the criterion reads

$$u_2-u_0=3(u_1-u_0),\qquad u_1-u_0>-\frac1{r^2}.$$

## The smallest set of channels

With only s and p channels, the equality says nothing and the inequality is the whole criterion: two parameters fit two potentials, provided that the mass comes out positive.

With the s channel alone, the general criterion fails, which is why it requires a highest channel $L\geq1$. Take $r=1$, $u_0=0$ and $u_1=-2$. The s channel is represented by $v=0$, $b=0$, yet $u_1-u_0=-2$ violates the inequality, which refers to a p potential that nobody asked to represent.

## Limits on the potentials

Adding the ordinary centrifugal term to channel $l$ gives

$$u_l+\frac{l(l+1)}{2r^2}=u_0+(1+b)\frac{l(l+1)}{2r^2}.$$

For $l>0$ the last term is positive, so every such channel lies above the s channel once its centrifugal term is included. A set of channel potentials whose d potential is so attractive that $u_2\leq u_0-3/r^2$ at some radius is therefore excluded.

Equal s and p potentials force $b=0$, and then the d potential must equal them too. A pseudopotential that acts alike on s and p electrons at some radius but differently on d electrons can't be represented there.

## The statement in Lean

The function `u : ℕ → ℝ` lists the channel potentials at one fixed radius, with `u 0`, `u 1` and `u 2` for s, p and d. `channelPotential r v b l` is the formula for $u_l$. `IsRepresentable r L u` says that some real `v` and `b` with `0 < 1 + b` reproduce `u l` for all `l ≤ L`; values of `u` above `L` play no part in this definition.

`isRepresentable_iff` is the criterion for any `L ≥ 1`, and `isRepresentable_spd_iff` is the s, p, d case. `s_channel_lowest` and `not_representable_of_distinct_d` state the two limits on the potentials.

The condition `0 < 1 + b` is part of the definition of representability. Its physical reason is supplied by `kineticEnergy_pos_iff`, which concerns the classical energy `kineticEnergy`, with position and momentum as vectors `Fin 3 → ℝ`. The step from the classical angular momentum to $l(l+1)$ is built into `channelPotential` and not derived from an operator.

Everything is pointwise in $r$. Smoothness of $v$ and $b$ as functions of the radius, a variable radial mass, and the accuracy of the resulting pseudo-atom are not treated.

```lean
import Mathlib

open Matrix

namespace PseudoHamiltonian

noncomputable section

/-- The potential, apart from the ordinary centrifugal term, felt at radius `r` by the channel of
angular momentum `l`, when the pseudo-Hamiltonian has local potential `v` and tangential mass
parameter `b`. -/
def channelPotential (r v b : ℝ) (l : ℕ) : ℝ :=
  v + b * ((l : ℝ) * (l + 1)) / (2 * r ^ 2)

/-- The channel potentials `u 0, ..., u L` at radius `r` come from one pseudo-Hamiltonian
with positive inverse tangential mass `1 + b`. -/
def IsRepresentable (r : ℝ) (L : ℕ) (u : ℕ → ℝ) : Prop :=
  ∃ v b : ℝ, 0 < 1 + b ∧ ∀ l ≤ L, u l = channelPotential r v b l

/-- Classical kinetic energy at position `x` and momentum `p`, in atomic units, with the extra
angular-momentum term of strength `b`. -/
def kineticEnergy (b : ℝ) (x p : Fin 3 → ℝ) : ℝ :=
  (p ⬝ᵥ p + b * ((x ⨯₃ p) ⬝ᵥ (x ⨯₃ p)) / (x ⬝ᵥ x)) / 2

/-- A nonzero vector has positive squared length. -/
lemma dot_self_pos {x : Fin 3 → ℝ} (hx : x ≠ 0) : 0 < x ⬝ᵥ x := by
  have h0 : 0 ≤ x ⬝ᵥ x := Finset.sum_nonneg fun i _ => mul_self_nonneg (x i)
  exact lt_of_le_of_ne h0 fun h => hx (dotProduct_self_eq_zero.mp h.symm)

/-- The kinetic energy splits into a radial part with unit mass and a tangential part with
inverse mass `1 + b`. -/
theorem kineticEnergy_split (b : ℝ) {x : Fin 3 → ℝ} (hx : x ≠ 0) (p : Fin 3 → ℝ) :
    kineticEnergy b x p =
      ((x ⬝ᵥ p) ^ 2 + (1 + b) * ((x ⨯₃ p) ⬝ᵥ (x ⨯₃ p))) / (2 * (x ⬝ᵥ x)) := by
  -- Lagrange's identity expresses the squared momentum by its two parts
  have hP : p ⬝ᵥ p = ((x ⬝ᵥ p) ^ 2 + (x ⨯₃ p) ⬝ᵥ (x ⨯₃ p)) / (x ⬝ᵥ x) := by
    rw [eq_div_iff (dot_self_pos hx).ne', cross_dot_cross, dotProduct_comm p x]
    ring
  unfold kineticEnergy
  rw [hP]
  ring

/-- Away from the nucleus, the kinetic energy is positive for every nonzero momentum exactly
when the inverse tangential mass `1 + b` is positive. -/
theorem kineticEnergy_pos_iff (b : ℝ) {x : Fin 3 → ℝ} (hx : x ≠ 0) :
    (∀ p : Fin 3 → ℝ, p ≠ 0 → 0 < kineticEnergy b x p) ↔ 0 < 1 + b := by
  have hX := dot_self_pos hx
  have lag : ∀ p : Fin 3 → ℝ,
      (x ⨯₃ p) ⬝ᵥ (x ⨯₃ p) = (x ⬝ᵥ x) * (p ⬝ᵥ p) - (x ⬝ᵥ p) ^ 2 := by
    intro p
    rw [cross_dot_cross, dotProduct_comm p x]
    ring
  constructor
  · intro h
    -- a nonzero momentum perpendicular to the position probes the tangential mass alone
    obtain ⟨p, hp, hxp⟩ : ∃ p : Fin 3 → ℝ, p ≠ 0 ∧ x ⬝ᵥ p = 0 := by
      by_cases h01 : x 0 = 0 ∧ x 1 = 0
      · refine ⟨![1, 0, 0], fun hp => ?_, ?_⟩
        · have h0 := congrFun hp 0
          simp at h0
        · simp [dotProduct, Fin.sum_univ_three, h01.1]
      · refine ⟨![-x 1, x 0, 0], fun hp => h01 ?_, ?_⟩
        · have h0 := congrFun hp 0
          have h1 := congrFun hp 1
          simp at h0 h1
          exact ⟨h1, h0⟩
        · simp [dotProduct, Fin.sum_univ_three]
          ring
    have hT := h p hp
    have hP := dot_self_pos hp
    rw [kineticEnergy_split b hx, lag, hxp] at hT
    have hN := (div_pos_iff_of_pos_right (by positivity)).mp hT
    have hN' : 0 < (1 + b) * ((x ⬝ᵥ x) * (p ⬝ᵥ p)) := by linarith
    exact (mul_pos_iff_of_pos_right (mul_pos hX hP)).mp hN'
  · intro hb p hp
    have hXP := mul_pos hX (dot_self_pos hp)
    have hC : 0 ≤ (x ⨯₃ p) ⬝ᵥ (x ⨯₃ p) :=
      Finset.sum_nonneg fun i _ => mul_self_nonneg _
    have hl := lag p
    rw [kineticEnergy_split b hx]
    apply div_pos _ (by positivity)
    -- either the momentum has a tangential part, or it is purely radial
    rcases hC.eq_or_lt with h0 | h0
    · rw [← h0] at hl ⊢
      linarith
    · have h1 := mul_pos hb h0
      have h2 := sq_nonneg (x ⬝ᵥ p)
      linarith

/-- The s and p channel potentials determine both parameters of the pseudo-Hamiltonian at
radius `r`. -/
theorem parameters_from_s_and_p {r : ℝ} (hr : 0 < r) (v b : ℝ) :
    v = channelPotential r v b 0 ∧
      b = r ^ 2 * (channelPotential r v b 1 - channelPotential r v b 0) := by
  have hr0 : r ≠ 0 := hr.ne'
  have h0 : channelPotential r v b 0 = v := by simp [channelPotential]
  have h1 : channelPotential r v b 1 = v + b / r ^ 2 := by
    unfold channelPotential
    push_cast
    ring
  refine ⟨h0.symm, ?_⟩
  rw [h0, h1, add_sub_cancel_left]
  field_simp

/-- Channel potentials up to any `L ≥ 1` are representable exactly when their offsets from the s
channel are `l (l + 1) / 2` times the p offset, and the p offset exceeds `-1 / r ^ 2`. -/
theorem isRepresentable_iff {r : ℝ} (hr : 0 < r) {L : ℕ} (hL : 1 ≤ L) (u : ℕ → ℝ) :
    IsRepresentable r L u ↔
      (∀ l ≤ L, u l - u 0 = (l : ℝ) * (l + 1) / 2 * (u 1 - u 0)) ∧
        -1 / r ^ 2 < u 1 - u 0 := by
  have hr2 : 0 < r ^ 2 := by positivity
  rw [div_lt_iff₀ hr2]
  constructor
  · rintro ⟨v, b, hb, h⟩
    have hpar := (parameters_from_s_and_p hr v b).2
    rw [← h 0 (Nat.zero_le L), ← h 1 hL] at hpar
    refine ⟨fun l hl => ?_, by linarith⟩
    rw [h l hl, h 0 (Nat.zero_le L), h 1 hL]
    unfold channelPotential
    push_cast
    ring
  · rintro ⟨h, hb⟩
    -- read off the parameters from the s and p channels
    refine ⟨u 0, r ^ 2 * (u 1 - u 0), by linarith, fun l hl => ?_⟩
    have key : r ^ 2 * (u 1 - u 0) * ((l : ℝ) * (l + 1)) / (2 * r ^ 2) =
        (l : ℝ) * (l + 1) / 2 * (u 1 - u 0) := by
      rw [div_eq_iff (by positivity)]
      ring
    unfold channelPotential
    rw [key, ← h l hl]
    ring

/-- The s, p and d channel potentials at radius `r` are representable exactly when the d offset
is three times the p offset and the p offset exceeds `-1 / r ^ 2`. -/
theorem isRepresentable_spd_iff {r : ℝ} (hr : 0 < r) (u : ℕ → ℝ) :
    IsRepresentable r 2 u ↔
      u 2 - u 0 = 3 * (u 1 - u 0) ∧ -1 / r ^ 2 < u 1 - u 0 := by
  rw [isRepresentable_iff hr (by norm_num) u]
  refine and_congr_left fun _ => ⟨fun h => ?_, fun h l hl => ?_⟩
  · have h2 := h 2 le_rfl
    push_cast at h2
    linarith
  · interval_cases l <;> push_cast <;> linarith

/-- In a representable set, every channel with `l > 0` lies above the s channel once its
centrifugal term is included. -/
theorem s_channel_lowest {r : ℝ} (hr : 0 < r) {L : ℕ} {u : ℕ → ℝ}
    (h : IsRepresentable r L u) {l : ℕ} (hl : 0 < l) (hlL : l ≤ L) :
    u 0 < u l + (l : ℝ) * (l + 1) / (2 * r ^ 2) := by
  obtain ⟨v, b, hb, hu⟩ := h
  have hl' : (0 : ℝ) < l := Nat.cast_pos.mpr hl
  have hpos : 0 < (1 + b) * ((l : ℝ) * (l + 1) / (2 * r ^ 2)) :=
    mul_pos hb (by positivity)
  have h0 : u 0 = v := by
    rw [hu 0 (Nat.zero_le L)]
    simp [channelPotential]
  have e : u l + (l : ℝ) * (l + 1) / (2 * r ^ 2) =
      v + (1 + b) * ((l : ℝ) * (l + 1) / (2 * r ^ 2)) := by
    rw [hu l hlL]
    unfold channelPotential
    ring
  rw [h0, e]
  linarith

/-- If the s and p potentials agree at radius `r` but the d potential differs from them, the
three channels are not representable. -/
theorem not_representable_of_distinct_d {r : ℝ} (hr : 0 < r) {u : ℕ → ℝ}
    (hsp : u 1 = u 0) (hd : u 2 ≠ u 0) : ¬ IsRepresentable r 2 u := by
  intro h
  have h2 := ((isRepresentable_spd_iff hr u).mp h).1
  exact hd (by linarith)

end

end PseudoHamiltonian
```

```lean
#print axioms PseudoHamiltonian.kineticEnergy_pos_iff
#print axioms PseudoHamiltonian.parameters_from_s_and_p
#print axioms PseudoHamiltonian.s_channel_lowest
#print axioms PseudoHamiltonian.not_representable_of_distinct_d
```

```
'PseudoHamiltonian.kineticEnergy_pos_iff' depends on axioms: [propext, Classical.choice, Quot.sound]
'PseudoHamiltonian.parameters_from_s_and_p' depends on axioms: [propext, Classical.choice, Quot.sound]
'PseudoHamiltonian.s_channel_lowest' depends on axioms: [propext, Classical.choice, Quot.sound]
'PseudoHamiltonian.not_representable_of_distinct_d' depends on axioms: [propext, Classical.choice, Quot.sound]
```

## How the kinetic energy is handled

`dot_self_pos` shows that a nonzero vector has positive squared length, which permits division by $|x|^2$. In `kineticEnergy_split`, Mathlib's `cross_dot_cross` supplies Lagrange's identity; the proof solves it for $|p|^2$, substitutes, and leaves the algebra to `ring`.

`kineticEnergy_pos_iff` needs an explicit momentum perpendicular to $x$ for the necessity. It uses $(-x_1,x_0,0)$, with components numbered from zero as in Lean. If $x_0=x_1=0$ that vector vanishes, and $(1,0,0)$ serves instead. The energy at this momentum is a positive multiple of $1+b$, so its sign fixes that of $1+b$.

For sufficiency, `rcases` separates two cases. If $|x\times p|^2=0$, the identity `lag` gives $(x\cdot p)^2=|x|^2|p|^2>0$. Otherwise the tangential term is itself positive. Either way the numerator is positive.

## How the criterion is proved

`parameters_from_s_and_p` evaluates the channel formula at $l=0$ and $l=1$ and solves for $v$ and $b$.

`isRepresentable_iff` first uses `div_lt_iff₀` to rewrite the inequality as $-1<(u_1-u_0)r^2$, which is $1+b>0$ in terms of the potentials. In the forward direction it takes `v` and `b` from the definition, and `ring` verifies the relation between offsets. In the reverse direction it offers `u 0` and `r ^ 2 * (u 1 - u 0)` as the parameters; the equation `key` cancels $r^2$, and the assumed relation then gives each `u l`.

`isRepresentable_spd_iff` sets `L` to 2. One direction reads the relation at $l=2$. The other uses `interval_cases` to check $l=0,1,2$ separately.

`s_channel_lowest` proves the centrifugal identity above, as `e`, and combines it with the positivity of $(1+b)\,l(l+1)/(2r^2)$. `not_representable_of_distinct_d` applies the s, p, d criterion: with `u 1 = u 0` it would force `u 2 = u 0`, against the assumption.
